# Logarithmic divergence of the regularized second-order energy for a constant density of pair gaps

The metal is modelled here by a continuous band of pair gaps $D$ from $0$ to $W>0$, with constant density $\rho$ and the same coupling $K$ for every pair. This stands for a continuum of double excitations whose density, weighted by the squared coupling, stays finite and nonzero as the gap goes to zero. In a real metal the bands and the Coulomb integrals determine that behaviour; here it is postulated.

All quantities are numbers in a fixed energy unit. With a regulator $k>0$, an inverse energy, the second-order energy is

$$E(k)=-\rho K^2 I(k),\qquad I(k)=\int_0^W\frac{(1-e^{-kD})^2}{D}\,dD .$$

The integral is finite for every $k>0$, and $I(k)/\log k\to1$ as $k\to\infty$. If $\rho>0$ and $K\neq0$, then $E(k)\to-\infty$: within this model, regularized second-order perturbation theory has no finite limit as the regulator is removed.

## Bounding the integral by logarithms

Put $x=kD>0$ and $u=e^{-x}$. From $e^x\ge1+x$ follows $u\le1/(1+x)$, so $1-u\ge x/(1+x)\ge0$. Squaring and dividing by $D$ gives

$$\frac{(1-u)^2}{D}\ge\frac{x^2}{D(1+x)^2}=\frac{k}{1+kD}-\frac{k}{(1+kD)^2}.$$

For the upper bound, $e^{-x}\ge1-x$ gives $1-u\le x$. Since $0\le1-u\le1$, also $(1-u)^2\le1-u$, so $(1-u)^2$ is at most both $x$ and $1$. Both cases lead to $(1-u)^2\le x(3+x)/(1+x)^2$:

- for $x\le1$, because $x(3+x)-x(1+x)^2=x(1-x)(x+2)\ge0$;
- for $x\ge1$, because $x(3+x)-(1+x)^2=x-1\ge0$.

Dividing by $D$,

$$\frac{(1-u)^2}{D}\le\frac{k}{1+kD}+\frac{2k}{(1+kD)^2}.$$

Both bounds have the form $k/(1+kD)+ck/(1+kD)^2$, with antiderivative $\log(1+kD)-c/(1+kD)$. The upper one makes $I(k)$ finite. Integrating with $c=-1$ and $c=2$ yields

$$\log(1+kW)-1+\frac1{1+kW}\le I(k)\le\log(1+kW)+2-\frac2{1+kW}.$$

For $k\ge1$ we have $kW\le1+kW\le k(1+W)$, hence

$$\log k+\log W-1\le I(k)\le\log k+\log(1+W)+2 .$$

Dividing by $\log k>0$ for $k>1$ squeezes the ratio to $1$. Multiplying the lower bound by $-\rho K^2<0$ sends the energy to $-\infty$.

Take $W=1$ and $k=99$. Then $\log(1+kW)=\log100\approx4.605$, and the sharper bounds give $3.615\le I\le6.586$. With $\log99\approx4.595$, they place the ratio between $0.78$ and $1.44$.

## The damping factor in an MP2 sum

Regularized MP2 exists in several forms. The one considered here forms $D=\varepsilon_a+\varepsilon_b-\varepsilon_i-\varepsilon_j$ from the energies of occupied orbitals $i,j$ and virtual orbitals $a,b$, and multiplies each term of the usual sum by $(1-e^{-kD})^2$. With finitely many pairs, all of positive gap, the sum tends to the ordinary MP2 energy as $k\to\infty$. The model takes the continuum of gaps first and the limit in $k$ second.

## The formal development

The definitions follow the formulas above, with `regInvGap` for the integrand, `gapIntegral` for $I(k)$ and `metallicEnergy` for $E(k)$.

```lean
import Mathlib

open MeasureTheory Filter Topology

namespace MetallicRegularizedEnergy

noncomputable section

/-- The regularized inverse gap `(1 - exp(-kD))² / D`, for a pair gap `D > 0` and
regulator `k`. -/
def regInvGap (k D : ℝ) : ℝ := (1 - Real.exp (-(k * D))) ^ 2 / D

/-- The regularized inverse gap integrated over a band of gaps from `0` to `W` with
unit density. -/
def gapIntegral (W k : ℝ) : ℝ := ∫ D in (0 : ℝ)..W, regInvGap k D

/-- The regularized second-order energy of a band of pair gaps from `0` to `W` with constant
density `ρ` and constant coupling `K`. -/
def metallicEnergy (ρ K W k : ℝ) : ℝ := -∫ D in (0 : ℝ)..W, ρ * K ^ 2 * regInvGap k D
```

The two rational bounds share one definition, with $c$ as a parameter.

```lean
/-- A rational comparison function with parameter `c`, for `1 + kD ≠ 0`. -/
def comparison (c k D : ℝ) : ℝ := k / (1 + k * D) + c * k / (1 + k * D) ^ 2
```

In the next proof, `hlow` and `hupp` rewrite the comparison functions over the common denominator $D$, and `hu1` and `hu2` are the exponential inequalities. The `generalize` steps then name $u$ and $x$, which leaves algebra. The split at $x=1$ is the one made above.

```lean
/-- For positive regulator and gap, the regularized inverse gap lies between the comparison
functions with `c = -1` and `c = 2`. -/
theorem regInvGap_bounds {k D : ℝ} (hk : 0 < k) (hD : 0 < D) :
    comparison (-1) k D ≤ regInvGap k D ∧ regInvGap k D ≤ comparison 2 k D := by
  have hx : 0 < k * D := mul_pos hk hD
  have hp : 0 < 1 + k * D := by linarith
  have hne : 1 + k * D ≠ 0 := hp.ne'
  have hlow : comparison (-1) k D = (k * D / (1 + k * D)) ^ 2 / D := by
    unfold comparison
    field_simp
    ring
  have hupp : comparison 2 k D = (k * D * (3 + k * D) / (1 + k * D) ^ 2) / D := by
    unfold comparison
    field_simp
    ring
  rw [hlow, hupp]
  unfold regInvGap
  -- the elementary bounds 1 - x ≤ exp(-x) ≤ 1/(1+x)
  have hu0 : 0 < Real.exp (-(k * D)) := Real.exp_pos _
  have hu1 : 1 - k * D ≤ Real.exp (-(k * D)) := by
    linarith [Real.add_one_le_exp (-(k * D))]
  have hu2 : Real.exp (-(k * D)) * (1 + k * D) ≤ 1 := by
    calc Real.exp (-(k * D)) * (1 + k * D)
        ≤ Real.exp (-(k * D)) * Real.exp (k * D) :=
          mul_le_mul_of_nonneg_left (by linarith [Real.add_one_le_exp (k * D)]) hu0.le
      _ = 1 := by rw [← Real.exp_add, neg_add_cancel, Real.exp_zero]
  generalize Real.exp (-(k * D)) = u at *
  generalize k * D = x at *
  have hu3 : u ≤ 1 := by nlinarith [mul_pos hu0 hx]
  constructor
  · have h : x / (1 + x) ≤ 1 - u := by
      rw [div_le_iff₀ hp]
      linarith
    have h0 : 0 ≤ x / (1 + x) := by positivity
    exact div_le_div_of_nonneg_right (pow_le_pow_left₀ h0 h 2) hD.le
  · refine div_le_div_of_nonneg_right ?_ hD.le
    rw [le_div_iff₀ (by positivity)]
    have hs : (1 - u) ^ 2 ≤ 1 - u := by nlinarith
    -- small x uses (1-u)² ≤ x, large x uses (1-u)² ≤ 1
    rcases le_total x 1 with h | h
    · have h1 : (1 - u) ^ 2 * (1 + x) ^ 2 ≤ x * (1 + x) ^ 2 :=
        mul_le_mul_of_nonneg_right (by linarith) (sq_nonneg _)
      have h2 : 0 ≤ x * (1 - x) * (x + 2) :=
        mul_nonneg (mul_nonneg hx.le (by linarith)) (by linarith)
      linarith [show x * (3 + x) - x * (1 + x) ^ 2 = x * (1 - x) * (x + 2) by ring]
    · have h1 : (1 - u) ^ 2 * (1 + x) ^ 2 ≤ 1 * (1 + x) ^ 2 :=
        mul_le_mul_of_nonneg_right (by linarith) (sq_nonneg _)
      nlinarith
```

The antiderivative is checked by differentiation in `hF`, and the fundamental theorem of calculus gives the integral.

```lean
/-- For positive `k` and `W`, the comparison function is integrable over the band, and its
integral is a logarithm plus a bounded term. -/
theorem integral_comparison (c : ℝ) {k W : ℝ} (hk : 0 < k) (hW : 0 < W) :
    IntervalIntegrable (comparison c k) volume 0 W ∧
      ∫ D in (0 : ℝ)..W, comparison c k D
        = Real.log (1 + k * W) + c * (1 - (1 + k * W)⁻¹) := by
  have hne : ∀ D ∈ Set.uIcc 0 W, 1 + k * D ≠ 0 := by
    intro D hD
    rw [Set.uIcc_of_le hW.le] at hD
    have := mul_nonneg hk.le hD.1
    linarith
  have hint : IntervalIntegrable (comparison c k) volume 0 W := by
    apply ContinuousOn.intervalIntegrable
    exact (continuousOn_const.div (by fun_prop) hne).add
      (continuousOn_const.div (by fun_prop) fun D hD => pow_ne_zero 2 (hne D hD))
  refine ⟨hint, ?_⟩
  -- the antiderivative is log(1+kD) - c/(1+kD)
  have hF : ∀ D ∈ Set.uIcc 0 W, HasDerivAt
      (fun y : ℝ => Real.log (1 + k * y) - c * (1 + k * y)⁻¹) (comparison c k D) D := by
    intro D hD
    have h : HasDerivAt (fun y : ℝ => 1 + k * y) k D :=
      (((hasDerivAt_id' D).const_mul k).const_add 1).congr_deriv (mul_one k)
    refine ((h.log (hne D hD)).fun_sub ((h.inv (hne D hD)).const_mul c)).congr_deriv ?_
    unfold comparison
    ring
  rw [intervalIntegral.integral_eq_sub_of_hasDerivAt hF hint]
  simp only [mul_zero, add_zero, Real.log_one, inv_one]
  ring
```

Finiteness is expressed by `IntervalIntegrable`. It needs its own theorem because Lean assigns the value zero to a non-integrable integral. The proof dominates the integrand by the comparison function with $c=2$.

```lean
/-- At every regulator `k > 0` the regularized inverse gap is integrable over the band of gaps
from `0` to `W > 0`. -/
theorem regInvGap_integrable {k W : ℝ} (hk : 0 < k) (hW : 0 < W) :
    IntervalIntegrable (regInvGap k) volume 0 W := by
  have hm : Measurable (fun D => regInvGap k D) := by
    unfold regInvGap
    fun_prop
  refine (integral_comparison 2 hk hW).1.mono_fun' hm.aestronglyMeasurable ?_
  refine (ae_restrict_iff' measurableSet_uIoc).2 (ae_of_all _ fun D hD => ?_)
  rw [Set.uIoc_of_le hW.le] at hD
  have h0 : 0 ≤ regInvGap k D := div_nonneg (sq_nonneg _) hD.1.le
  show ‖regInvGap k D‖ ≤ comparison 2 k D
  rw [Real.norm_of_nonneg h0]
  exact (regInvGap_bounds hk hD.1).2
```

Without the damping factor the integrand is $1/D$, whose integral from $\epsilon$ to $W$ is $\log(W/\epsilon)$ and grows without bound as $\epsilon\to0$. The proof uses Mathlib's criterion: $1/D$ is integrable only if the endpoints coincide or the interval avoids zero.

```lean
/-- Without the regulator, the inverse gap is not integrable over a band of gaps from `0`
to `W > 0`. -/
theorem bare_not_integrable {W : ℝ} (hW : 0 < W) :
    ¬ IntervalIntegrable (fun D : ℝ => D⁻¹) volume 0 W := by
  rw [intervalIntegrable_inv_iff]
  rintro (h | h)
  · exact hW.ne h
  · exact h Set.left_mem_uIcc
```

Monotonicity of the integral turns the pointwise bounds into bounds on $I(k)$; `h3` and `h4` compare $1+kW$ with $kW$ and $k(1+W)$.

```lean
/-- For `k ≥ 1` and `W > 0` the integrated regularized inverse gap equals `log k` up to an
error bounded independently of `k`. -/
theorem gapIntegral_bounds {k W : ℝ} (hk : 1 ≤ k) (hW : 0 < W) :
    Real.log k + (Real.log W - 1) ≤ gapIntegral W k ∧
      gapIntegral W k ≤ Real.log k + (Real.log (1 + W) + 2) := by
  have hk0 : 0 < k := by linarith
  have hkW : 0 < k * W := mul_pos hk0 hW
  have hi := regInvGap_integrable hk0 hW
  obtain ⟨hl, el⟩ := integral_comparison (-1) hk0 hW
  obtain ⟨hu, eu⟩ := integral_comparison 2 hk0 hW
  have h1 := intervalIntegral.integral_mono_on_of_le_Ioo hW.le hl hi
    fun D hD => (regInvGap_bounds hk0 hD.1).1
  have h2 := intervalIntegral.integral_mono_on_of_le_Ioo hW.le hi hu
    fun D hD => (regInvGap_bounds hk0 hD.1).2
  rw [el] at h1
  rw [eu] at h2
  have hinv : 0 < (1 + k * W)⁻¹ := by positivity
  -- compare 1 + kW with kW and with k(1+W)
  have h3 : Real.log k + Real.log W ≤ Real.log (1 + k * W) := by
    rw [← Real.log_mul hk0.ne' hW.ne']
    exact Real.log_le_log hkW (by linarith)
  have h4 : Real.log (1 + k * W) ≤ Real.log k + Real.log (1 + W) := by
    rw [← Real.log_mul hk0.ne' (by linarith)]
    exact Real.log_le_log (by linarith) (by linarith [mul_add k 1 W])
  unfold gapIntegral
  constructor <;> linarith
```

In the limit statements, `atTop` means $k\to\infty$ and `𝓝 1` means convergence to $1$. The proof is the squeeze, with `hlim` supplying the limits of the outer functions.

```lean
/-- For a constant density of gaps from `0` to `W > 0`, the integrated regularized inverse gap
divided by `log k` tends to `1` as `k` tends to infinity. -/
theorem gapIntegral_div_log_tendsto {W : ℝ} (hW : 0 < W) :
    Tendsto (fun k => gapIntegral W k / Real.log k) atTop (𝓝 1) := by
  have hlim : ∀ a : ℝ, Tendsto (fun k => 1 + a / Real.log k) atTop (𝓝 1) := by
    intro a
    have h : Tendsto (fun k => a / Real.log k) atTop (𝓝 0) :=
      tendsto_const_nhds.div_atTop Real.tendsto_log_atTop
    simpa using h.const_add 1
  refine tendsto_of_tendsto_of_tendsto_of_le_of_le'
    (hlim (Real.log W - 1)) (hlim (Real.log (1 + W) + 2)) ?_ ?_
  · filter_upwards [eventually_gt_atTop (1 : ℝ)] with k hk
    have hlog := Real.log_pos hk
    rw [le_div_iff₀ hlog, add_mul, div_mul_cancel₀ _ hlog.ne', one_mul]
    exact (gapIntegral_bounds hk.le hW).1
  · filter_upwards [eventually_gt_atTop (1 : ℝ)] with k hk
    have hlog := Real.log_pos hk
    rw [div_le_iff₀ hlog, add_mul, div_mul_cancel₀ _ hlog.ne', one_mul]
    exact (gapIntegral_bounds hk.le hW).2
```

Taking the constant $\rho K^2$ out of the integral gives the rate for the energy, for any real `ρ` and `K`.

```lean
/-- For a band of width `W > 0`, the regularized energy divided by `log k` tends to `-ρK²` as
`k` tends to infinity. -/
theorem metallicEnergy_div_log_tendsto (ρ K : ℝ) {W : ℝ} (hW : 0 < W) :
    Tendsto (fun k => metallicEnergy ρ K W k / Real.log k) atTop (𝓝 (-(ρ * K ^ 2))) := by
  have h := (gapIntegral_div_log_tendsto hW).const_mul (-(ρ * K ^ 2))
  rw [mul_one] at h
  refine h.congr fun k => ?_
  unfold metallicEnergy gapIntegral
  rw [intervalIntegral.integral_const_mul]
  ring
```

Divergence to $-\infty$, written `atBot`, requires $\rho K^2>0$; if $\rho K^2=0$, the energy vanishes at every $k$. The proof first sends $I(k)$ to infinity by its lower bound, then multiplies by the positive constant and changes the sign.

```lean
/-- For positive density, nonzero coupling and a band of width `W > 0`, the regularized energy
tends to minus infinity as the regulator is removed, `k → ∞`. -/
theorem metallicEnergy_tendsto_atBot {ρ K W : ℝ} (hρ : 0 < ρ) (hK : K ≠ 0) (hW : 0 < W) :
    Tendsto (metallicEnergy ρ K W) atTop atBot := by
  have hI : Tendsto (gapIntegral W) atTop atTop := by
    refine tendsto_atTop_mono' atTop ?_
      (tendsto_atTop_add_const_right atTop (Real.log W - 1) Real.tendsto_log_atTop)
    filter_upwards [eventually_ge_atTop (1 : ℝ)] with k hk
    exact (gapIntegral_bounds hk hW).1
  have hc : 0 < ρ * K ^ 2 := by positivity
  refine (tendsto_neg_atTop_atBot.comp (hI.const_mul_atTop hc)).congr fun k => ?_
  simp only [Function.comp_apply, metallicEnergy, gapIntegral,
    intervalIntegral.integral_const_mul]

end

end MetallicRegularizedEnergy
```

```lean
#print axioms MetallicRegularizedEnergy.bare_not_integrable
#print axioms MetallicRegularizedEnergy.metallicEnergy_div_log_tendsto
#print axioms MetallicRegularizedEnergy.metallicEnergy_tendsto_atBot
```

```
'MetallicRegularizedEnergy.bare_not_integrable' depends on axioms: [propext, Classical.choice, Quot.sound]
'MetallicRegularizedEnergy.metallicEnergy_div_log_tendsto' depends on axioms: [propext, Classical.choice, Quot.sound]
'MetallicRegularizedEnergy.metallicEnergy_tendsto_atBot' depends on axioms: [propext, Classical.choice, Quot.sound]
```
